# No shift rule with fewer than 2R evaluations differentiates every trigonometric polynomial of degree at most R

## Counting energy evaluations for one gradient component

A gradient step in a variational quantum eigensolver needs the derivative of the energy with respect to each circuit parameter. A parameter-shift rule obtains it from energies measured at shifted parameter values, so the number of shifts enters the cost of every step. If the energy may be any trigonometric polynomial of degree at most \(R\) in the parameter, with \(R \ge 1\), a rule with fixed shifts and weights needs at least \(2R\) evaluations.

Let the parameter \(\theta\) enter through one gate \(e^{-i\theta G}\), where \(G\) is Hermitian with eigenvalues \(\lambda_a\). Let \(\psi_a\) be the amplitudes, in the eigenbasis of \(G\), of the state just before this gate. Let \(H_{ab}\) be the matrix elements of the observable in the same basis, after conjugation by any later gates. The energy is

\[
E(\theta)=\sum_{a,b}\psi_a^*\psi_b H_{ab}\,e^{i(\lambda_a-\lambda_b)\theta}.
\]

If all differences \(\lambda_a-\lambda_b\) are integers of size at most \(R\), the terms \((a,b)\) and \((b,a)\) combine into real harmonics \(\cos(k\theta+\varphi)\) with \(k\le R\). Half a Pauli operator has eigenvalues \(\pm\tfrac12\) and gives \(R=1\). An excitation generator with eigenvalues \(-1,0,1\) gives \(R=2\).

To differentiate at a current value \(\theta_0\), set \(f(t)=E(\theta_0+t)\). This shift changes only the phases of the harmonics, so it is enough to study \(f'(0)\).

## What a rule has to achieve

A rule consists of nodes \(x_0,\dots,x_{n-1}\) and weights \(c_0,\dots,c_{n-1}\), all real and chosen before \(f\) is known. It has to satisfy

\[
f'(0)=\sum_{j=0}^{n-1}c_j f(x_j)
\]

for every real trigonometric polynomial \(f\) of degree at most \(R\). The lower bound says that this is impossible when \(n<2R\). For \(R=1\) two evaluations suffice, so two is the least number there.

In Lean, `trigPoly R` is the real span of the functions \(t\mapsto\cos(kt+\varphi)\) with natural \(k\le R\) and real phase \(\varphi\). Textbooks usually take \(\cos kt\) and \(\sin kt\) as generators; the span is the same. The nodes and weights are functions `x c : Fin n → ℝ`, numbered from zero. Nodes may coincide, and zero is allowed as a node. The predicate `IsShiftRule R x c` says that every `f` in `trigPoly R` has the weighted sum as its derivative at zero. It uses `HasDerivAt`, which includes differentiability.

The theorem `no_shift_rule` then reads: if `n < 2 * R`, then no choice of `x` and `c` is a shift rule of degree `R`. The theorem `least_count_degree_one` says that 2 is the least element of the set of all `n` for which a rule of degree one exists. For \(R\ge2\) the theorems give the lower bound alone.

The step from this model to a circuit is the identification of its possible energy functions with `trigPoly R`. The bound applies to a family of circuits and observables that produces the whole space. If symmetry or prior knowledge restricts the energies to a smaller space, fewer evaluations may do. Each \(f(x_j)\) is also taken as an exact expectation value, so the bound counts distinct energy evaluations and not measurement shots.

## A polynomial that the nodes cannot see

The lower bound follows from a function that vanishes at every node but has a non-zero slope at zero. It is built from half-angle cosines.

**Degree of a product.** For real \(\alpha,\beta\),

\[
\cos(\tfrac t2+\alpha)\cos(\tfrac t2+\beta)=\tfrac12\bigl[\cos(t+\alpha+\beta)+\cos(\alpha-\beta)\bigr].
\]

Multiplying by \(\cos(kt+\varphi)\) and using the product formula again gives

\[
\tfrac14\cos((k+1)t+\varphi+\alpha+\beta)+\tfrac14\cos((k-1)t+\varphi-\alpha-\beta)+\tfrac12\cos(\alpha-\beta)\cos(kt+\varphi).
\]

For \(k=0\) the second term has frequency \(-1\), which is frequency 1 because cosine is even. Two half-angle factors therefore raise the degree by at most one. Starting from the constant 1 and adding factors in pairs, a product of \(2R\) half-angle cosines has degree at most \(R\).

**Choice of factors.** Let \(n<2R\) and put \(m=2R-1\), so that \(n\le m\). For \(i<m\) choose a phase \(\chi_i\) as follows.

- If \(i<n\) and \(\sin(x_i/2)\ne0\), take \(\chi_i=-x_i/2-\pi/2\). Then \(\cos(t/2+\chi_i)=\sin((t-x_i)/2)\), which vanishes at \(t=x_i\).
- Otherwise take \(\chi_i=0\).

Define

\[
f(t)=\Bigl(\prod_{i<m}\cos(\tfrac t2+\chi_i)\Bigr)\sin\tfrac t2 .
\]

Since \(\sin(t/2)=\cos(t/2-\pi/2)\), this is a product of \(2R\) half-angle cosines and has degree at most \(R\).

**Values and slope.** If \(x_j\) is a multiple of \(2\pi\), the factor \(\sin(t/2)\) vanishes there. If not, factor number \(j\) vanishes there. Hence \(f(x_j)=0\) for all \(j\). At zero, the product rule leaves only the term in which \(\sin(t/2)\) is differentiated:

\[
f'(0)=\tfrac12\prod_{i<m}\cos\chi_i .
\]

Each \(\cos\chi_i\) is either \(-\sin(x_i/2)\ne0\) or 1, so \(f'(0)\ne0\). A shift rule would give \(f'(0)=\sum_j c_j\cdot0=0\), a contradiction.

## Two evaluations suffice at degree one

Let \(\sin s\ne0\) and \(f(t)=\cos(kt+\varphi)\) with \(k\in\{0,1\}\). Then

\[
f(s)-f(-s)=-2\sin(ks)\sin\varphi=-2k\sin s\,\sin\varphi ,
\]

because \(\sin(ks)=k\sin s\) for these two values of \(k\). Division by \(2\sin s\) gives \(-k\sin\varphi=f'(0)\). Both sides are linear in \(f\), so for every \(f\) of degree at most one

\[
f'(0)=\frac{f(s)-f(-s)}{2\sin s}.
\]

For small \(s\), \(\sin s\approx s\), and the formula is close to the central difference \((f(s)-f(-s))/(2s)\).

## Numbers for R = 1 and R = 2

Take \(f(t)=1+2\cos(t+\pi/6)\) and \(s=\pi/2\). Then \(f(\pi/2)=0\) and \(f(-\pi/2)=2\), so the two-term rule gives \((0-2)/2=-1\). Direct differentiation gives \(-2\sin(\pi/6)=-1\).

For \(R=2\), try the three nodes \(0,\pi/2,-\pi/2\). The construction gives

\[
f(t)=\cos\tfrac t2\,\sin\tfrac{t-\pi/2}2\,\sin\tfrac{t+\pi/2}2\,\sin\tfrac t2=-\tfrac18\sin 2t .
\]

It is zero at all three nodes, while \(f'(0)=-\tfrac14\). No weights on these nodes can recover that slope.

## The smallest cases

For \(R=1\) and no nodes, the construction gives \(f(t)=\cos(t/2)\sin(t/2)=\tfrac12\sin t\), with slope \(\tfrac12\), whereas the empty sum is zero. With one node \(x_0\) that is not a multiple of \(2\pi\), the slope is \(-\tfrac12\sin(x_0/2)\ne0\). If \(x_0\) is a multiple of \(2\pi\), the function \(\tfrac12\sin t\) serves again. For \(R=0\) there are only constants, and the condition \(n<0\) is never met. This agrees with the fact that a zero derivative needs no evaluation.

## The Lean source

```lean
import Mathlib

open Finset Real

namespace ParameterShiftCount

noncomputable section

/-- Real trigonometric polynomials of degree at most `R`: real linear combinations of the
harmonics `cos (k t + φ)` with `k ≤ R` and any phase `φ`. -/
def trigPoly (R : ℕ) : Submodule ℝ (ℝ → ℝ) :=
  Submodule.span ℝ {f | ∃ k : ℕ, k ≤ R ∧ ∃ φ : ℝ, f = fun t => cos (k * t + φ)}

/-- The nodes `x j` and weights `c j` form a shift rule of degree `R`: every trigonometric
polynomial `f` of degree at most `R` has derivative `∑ j, c j * f (x j)` at zero. -/
def IsShiftRule (R : ℕ) {n : ℕ} (x c : Fin n → ℝ) : Prop :=
  ∀ f ∈ trigPoly R, HasDerivAt f (∑ j, c j * f (x j)) 0

/-- Multiplication by two half-angle cosines raises the degree of a trigonometric polynomial
by at most one. -/
theorem mul_pair_mem {R : ℕ} {f : ℝ → ℝ} (hf : f ∈ trigPoly R) (α β : ℝ) :
    (fun t => f t * (cos (t / 2 + α) * cos (t / 2 + β))) ∈ trigPoly (R + 1) := by
  induction hf using Submodule.span_induction with
  | mem f h =>
    obtain ⟨k, hk, φ, rfl⟩ := h
    have up : (fun t : ℝ => cos (((k : ℝ) + 1) * t + (φ + α + β))) ∈ trigPoly (R + 1) :=
      Submodule.subset_span ⟨k + 1, by omega, φ + α + β, by
        simp only [Nat.cast_add, Nat.cast_one]⟩
    have mid : (fun t : ℝ => cos ((k : ℝ) * t + φ)) ∈ trigPoly (R + 1) :=
      Submodule.subset_span ⟨k, by omega, φ, rfl⟩
    have down : (fun t : ℝ => cos (((k : ℝ) - 1) * t + (φ - α - β))) ∈ trigPoly (R + 1) := by
      rcases k with _ | k
      · refine Submodule.subset_span ⟨1, by omega, -(φ - α - β), ?_⟩
        funext t
        rw [← Real.cos_neg]
        congr 1
        push_cast
        ring
      · exact Submodule.subset_span ⟨k, by omega, φ - α - β, by
          simp only [Nat.cast_add, Nat.cast_one, add_sub_cancel_right]⟩
    convert add_mem (add_mem (Submodule.smul_mem _ (1 / 4 : ℝ) up)
      (Submodule.smul_mem _ (1 / 4 : ℝ) down))
      (Submodule.smul_mem _ (cos (α - β) / 2) mid) using 1
    funext t
    simp only [Pi.add_apply, Pi.smul_apply, smul_eq_mul]
    -- product-to-sum formula, used twice
    have pp : ∀ A B : ℝ, cos A * cos B = (cos (A + B) + cos (A - B)) / 2 := by
      intro A B
      rw [Real.cos_add, Real.cos_sub]
      ring
    have h1 := pp (t / 2 + α) (t / 2 + β)
    have h2 := pp (k * t + φ) (t + α + β)
    rw [show t / 2 + α + (t / 2 + β) = t + α + β by ring,
      show t / 2 + α - (t / 2 + β) = α - β by ring] at h1
    rw [show k * t + φ + (t + α + β) = (k + 1) * t + (φ + α + β) by ring,
      show k * t + φ - (t + α + β) = (k - 1) * t + (φ - α - β) by ring] at h2
    linear_combination cos (k * t + φ) * h1 + (1 / 2) * h2
  | zero =>
    simp only [Pi.zero_apply, zero_mul]
    exact (trigPoly (R + 1)).zero_mem
  | add f g _ _ hf hg =>
    convert add_mem hf hg using 1
    funext t
    simp only [Pi.add_apply, add_mul]
  | smul a f _ hf =>
    convert Submodule.smul_mem _ a hf using 1
    funext t
    simp only [Pi.smul_apply, smul_eq_mul, mul_assoc]

/-- A product of `2R` half-angle cosines is a trigonometric polynomial of degree at most `R`. -/
theorem prod_mem_trigPoly (R : ℕ) (ψ : ℕ → ℝ) :
    (fun t => ∏ i ∈ range (2 * R), cos (t / 2 + ψ i)) ∈ trigPoly R := by
  induction R with
  | zero => exact Submodule.subset_span ⟨0, le_rfl, 0, by simp⟩
  | succ R ih =>
    convert mul_pair_mem ih (ψ (2 * R)) (ψ (2 * R + 1)) using 1
    funext t
    rw [show 2 * (R + 1) = 2 * R + 1 + 1 by ring, prod_range_succ, prod_range_succ, mul_assoc]

/-- For fewer than `2R` nodes, some trigonometric polynomial of degree at most `R` vanishes at
all nodes and has a non-zero slope at zero. -/
theorem exists_invisible_slope {R n : ℕ} (hn : n < 2 * R) (x : Fin n → ℝ) :
    ∃ f ∈ trigPoly R, (∀ j, f (x j) = 0) ∧ ∃ d : ℝ, d ≠ 0 ∧ HasDerivAt f d 0 := by
  -- one phase per node; nodes at multiples of 2π are left to the factor sin (t/2)
  have phase : ∀ i : ℕ, ∃ φ : ℝ, cos φ ≠ 0 ∧
      ∀ h : i < n, sin (x ⟨i, h⟩ / 2) ≠ 0 → cos (x ⟨i, h⟩ / 2 + φ) = 0 := by
    intro i
    by_cases h : ∃ h : i < n, sin (x ⟨i, h⟩ / 2) ≠ 0
    · obtain ⟨hi, hs⟩ := h
      refine ⟨-(x ⟨i, hi⟩ / 2) - π / 2, ?_, fun _ _ => ?_⟩
      · rw [Real.cos_sub_pi_div_two, Real.sin_neg]
        exact neg_ne_zero.mpr hs
      · rw [show x ⟨i, hi⟩ / 2 + (-(x ⟨i, hi⟩ / 2) - π / 2) = -(π / 2) by ring,
          Real.cos_neg, Real.cos_pi_div_two]
    · exact ⟨0, by simp, fun hi hs => absurd ⟨hi, hs⟩ h⟩
  choose χ h0 h1 using phase
  obtain ⟨m, hm⟩ : ∃ m, 2 * R = m + 1 := ⟨2 * R - 1, by omega⟩
  refine ⟨fun t => (∏ i ∈ range m, cos (t / 2 + χ i)) * sin (t / 2), ?_, fun j => ?_, ?_⟩
  · convert prod_mem_trigPoly R (fun i => if i = m then -(π / 2) else χ i) using 1
    funext t
    rw [hm, prod_range_succ, if_pos rfl, ← sub_eq_add_neg, Real.cos_sub_pi_div_two]
    congr 1
    refine prod_congr rfl fun i hi => ?_
    rw [if_neg (mem_range.mp hi).ne]
  · by_cases hs : sin (x j / 2) = 0
    · simp [hs]
    · have hj : (j : ℕ) ∈ range m := mem_range.mpr (by have := j.2; omega)
      have hz : ∏ i ∈ range m, cos (x j / 2 + χ i) = 0 := prod_eq_zero hj (h1 j j.2 hs)
      simp [hz]
  · -- at zero only the slope of sin (t/2) contributes
    have hP : ∀ m : ℕ, Differentiable ℝ (fun t : ℝ => ∏ i ∈ range m, cos (t / 2 + χ i)) := by
      intro m
      induction m with
      | zero => simp
      | succ m ih =>
        have hc : Differentiable ℝ (fun t : ℝ => cos (t / 2 + χ m)) := by fun_prop
        simp only [prod_range_succ]
        exact ih.mul hc
    have hs : HasDerivAt (fun t : ℝ => sin (t / 2)) (1 / 2) 0 := by
      simpa using ((hasDerivAt_id (0 : ℝ)).div_const 2).sin
    refine ⟨(∏ i ∈ range m, cos (0 / 2 + χ i)) * (1 / 2), mul_ne_zero
      (prod_ne_zero_iff.mpr fun i _ => by simpa using h0 i) (by norm_num), ?_⟩
    exact ((hP m 0).hasDerivAt.mul hs).congr_deriv (by simp)

/-- Evaluation-count lower bound: with fewer than `2R` nodes, no real weights give a shift rule
for all trigonometric polynomials of degree at most `R`. -/
theorem no_shift_rule {R n : ℕ} (hn : n < 2 * R) (x c : Fin n → ℝ) : ¬ IsShiftRule R x c := by
  intro h
  obtain ⟨f, hf, hz, d, hd, hfd⟩ := exists_invisible_slope hn x
  exact hd (hfd.unique (by simpa [hz] using h f hf))

/-- Two-term parameter-shift rule: if `sin s ≠ 0`, every trigonometric polynomial `f` of degree
at most one has `f'(0) = (f(s) - f(-s)) / (2 sin s)`. -/
theorem two_term_rule {s : ℝ} (hs : sin s ≠ 0) :
    IsShiftRule 1 ![s, -s] ![1 / (2 * sin s), -1 / (2 * sin s)] := by
  intro f hf
  induction hf using Submodule.span_induction with
  | mem f h =>
    obtain ⟨k, hk, φ, rfl⟩ := h
    have hks : sin (k * s) = k * sin s := by
      rcases (by omega : k = 0 ∨ k = 1) with rfl | rfl <;> simp
    have hsum : 1 / (2 * sin s) * cos (k * s + φ) + -1 / (2 * sin s) * cos (k * (-s) + φ)
        = -(k * sin φ) := by
      rw [mul_neg, Real.cos_add, Real.cos_add, Real.cos_neg, Real.sin_neg, hks]
      linear_combination -(k * sin φ) * mul_inv_cancel₀ hs
    have hd : HasDerivAt (fun t : ℝ => cos (k * t + φ)) (-(k * sin φ)) 0 := by
      have h := (((hasDerivAt_id (0 : ℝ)).const_mul (k : ℝ)).add_const φ).cos
      simpa [mul_comm] using h
    exact hd.congr_deriv (by rw [Fin.sum_univ_two]; exact hsum.symm)
  | zero =>
    exact (hasDerivAt_const (0 : ℝ) (0 : ℝ)).congr_deriv (by
      simp only [Pi.zero_apply, mul_zero, sum_const_zero])
  | add f g _ _ hf hg =>
    exact (hf.add hg).congr_deriv (by simp only [Pi.add_apply, mul_add, sum_add_distrib])
  | smul a f _ hf =>
    refine (hf.const_smul a).congr_deriv ?_
    simp only [smul_eq_mul, Pi.smul_apply, mul_sum]
    exact sum_congr rfl fun _ _ => by ring

/-- For trigonometric polynomials of degree at most one, the least number of evaluations in a
shift rule is two. -/
theorem least_count_degree_one :
    IsLeast {n : ℕ | ∃ x c : Fin n → ℝ, IsShiftRule 1 x c} 2 :=
  ⟨⟨_, _, two_term_rule (s := π / 2) (by simp)⟩,
    fun _ ⟨x, c, h⟩ => not_lt.1 fun hn => no_shift_rule (by omega) x c h⟩

end

end ParameterShiftCount
```

```lean
#print axioms ParameterShiftCount.no_shift_rule
#print axioms ParameterShiftCount.least_count_degree_one
```

```
'ParameterShiftCount.no_shift_rule' depends on axioms: [propext, Classical.choice, Quot.sound]
'ParameterShiftCount.least_count_degree_one' depends on axioms: [propext, Classical.choice, Quot.sound]
```

## From half-angle products to the lower bound in Lean

`mul_pair_mem` is the degree count for one pair of factors. Membership in a span is handled by `Submodule.span_induction`, which reduces the claim to single harmonics and then checks zero, sums and multiples. For a harmonic, `up`, `down` and `mid` are the three terms of frequency \(k+1\), \(k-1\) and \(k\) in the expansion above. The case split inside `down` deals with frequency \(-1\). The local formula `pp` is used twice, and `linear_combination` joins the two results.

`prod_mem_trigPoly` is the induction on \(R\). Its `ψ` is a sequence of phases, not the state amplitudes of the opening section. Its step splits the last two factors off the product and passes them to `mul_pair_mem`.

`exists_invisible_slope` constructs \(f\). The statement `phase` provides, for each index, a phase with non-zero cosine that cancels the corresponding node where needed; `choose` turns these phases into the sequence `χ`. Three claims remain:

- Membership in `trigPoly R` comes from `prod_mem_trigPoly`, with \(-\pi/2\) as the last phase.
- Vanishing at a node is split according to whether `sin (x j / 2)` is zero.
- For the slope, `hP` shows that the product of cosines is differentiable and `hs` gives the slope \(\tfrac12\) of \(\sin(t/2)\). The product rule then gives the value found above, and `h0` makes it non-zero.

`no_shift_rule` applies a supposed rule to this \(f\). The rule gives derivative zero, the construction gives `d ≠ 0`, and uniqueness of the derivative yields the contradiction.

## Closing the count at degree one

`two_term_rule` again uses induction over the span. For a harmonic, `hks` is the identity \(\sin(ks)=k\sin s\), `hsum` evaluates the weighted sum, and `hd` computes the derivative. The remaining cases express linearity.

`least_count_degree_one` combines the two directions. The two-term rule at \(s=\pi/2\) shows that 2 belongs to the set, and `no_shift_rule` with \(R=1\) excludes every smaller number.
